# A block Sternheimer system with positive diagonal blocks and weak coupling has a positive Schur complement and exactly one solution

In a linear-response calculation for a metal, I want to eliminate the extra bands left over from the ground-state run directly, and run the iterative Sternheimer solver only on the remaining space. For a fixed level $\varepsilon$, the shifted Hamiltonian $H-\varepsilon$ on the unoccupied space then has a block $D$ on the extra bands, a block $C$ on the rest, and a coupling $B$, which is nonzero because the extra bands are not fully converged.

My claim is that if $D\ge\delta>0$, $\gamma\le C\le\Gamma$, $\|Bx\|\le\beta\|x\|$ and $\beta^2<\gamma\delta$, the reduced matrix $S=C-B^TD^{-1}B$ satisfies $\gamma-\beta^2/\delta\le S\le\Gamma$, and solving with $S$ followed by back-substitution gives the only solution. Can this be proved in full, with a proof that Lean accepts?

## Two bounds and an elimination

Yes, for finite real matrices. Write $\|x\|^2=x\cdot x$, and read $A\ge a$ as $x\cdot Ax\ge a\|x\|^2$ for all $x$, with $A\le a$ defined likewise. The system for the unknowns $u$ (extra bands) and $v$ (the rest), with right-hand sides $f$ and $g$, is
$$Du+Bv=f,\qquad B^Tu+Cv=g.$$

**Invertibility.** If $A\ge a>0$ and $Ax=0$, then $a\|x\|^2\le x\cdot Ax=0$, so $x=0$. A square matrix with trivial kernel is invertible, so $D^{-1}$ exists.

**The form of $D^{-1}$.** Put $w=D^{-1}y$, so that $y=Dw$. Then
$$y\cdot w=w\cdot Dw\ge\delta\|w\|^2\ge0.$$
Multiplying by $\delta$ gives $\delta^2\|w\|^2\le\delta\,y\cdot w$, and therefore
$$0\le\|y-\delta w\|^2=\|y\|^2-2\delta\,y\cdot w+\delta^2\|w\|^2\le\|y\|^2-\delta\,y\cdot w.$$
Together, $0\le y\cdot D^{-1}y\le\|y\|^2/\delta$.

**Bounds on $S$.** Moving $B^T$ across the dot product gives
$$x\cdot Sx=x\cdot Cx-(Bx)\cdot D^{-1}(Bx).$$
The subtracted term is nonnegative, so $x\cdot Sx\le\Gamma\|x\|^2$. It is at most $\|Bx\|^2/\delta\le(\beta^2/\delta)\|x\|^2$, so $x\cdot Sx\ge(\gamma-\beta^2/\delta)\|x\|^2$. Since $\beta^2<\gamma\delta$, the lower constant is positive and $S$ is invertible.

**Solution.** The first row is equivalent to $u=D^{-1}(f-Bv)$. Inserting this in the second row gives $Sv+B^TD^{-1}f=g$, hence
$$v=S^{-1}(g-B^TD^{-1}f),\qquad u=D^{-1}(f-Bv).$$
Each step can be reversed, so this pair is a solution and there is no other.

**Equality in the coupling condition.** For $1\times1$ blocks with $\beta^2=\gamma\delta$, the nonzero vector $(\beta,-\delta)$ gives $\delta\beta-\beta\delta=0$ in the first row and $\beta^2-\gamma\delta=0$ in the second. Uniqueness fails, so the strict inequality can't be relaxed to $\le$.

## Physical meaning of the Lean statement

The index types `m` and `n` label orthonormal basis vectors of the space spanned by the extra bands and of its orthogonal complement within the unoccupied space. `BoundedBelow` and `BoundedAbove` are the quadratic-form bounds above, `schur D B C` is $S$, `fromBlocks D B Bᵀ C` is the full matrix, and `Sum.elim u v` stacks the two parts of the response. The final `↔` in `sternheimer_schur` says that a stacked vector solves the system exactly when it is given by the two formulas.

The constants are hypotheses. Physically, $\delta$ and $\gamma$ are lower bounds on the energies above $\varepsilon$ in the two subspaces, $\Gamma$ is an upper bound set by the basis, and $\beta$ is an upper bound on the strength of the coupling between them, which vanishes when the extra bands span an invariant subspace of the Hamiltonian. The condition $\beta^2<\gamma\delta$ keeps level repulsion between the subspaces from pushing a state down to $\varepsilon$.

The main theorem doesn't need $D$ or $C$ to be symmetric; `schur_isSymm` shows separately that $S$ is symmetric when they are. In that case the form bounds are eigenvalue bounds, and they limit the condition number of $S$ to $\Gamma/(\gamma-\beta^2/\delta)$, which is relevant to conjugate-gradient convergence for this finite, real, fixed-potential problem. Complex Bloch matrices, smeared occupations and the self-consistent update of the potential are not modelled.

The norm needs care in the coupling hypothesis. In Mathlib, `‖x‖` for `x : n → ℝ` is the maximum norm, so copying $\|Bx\|\le\beta\|x\|$ literally would change the claim. A column with two entries $\beta>0$ meets that bound in the maximum norm, but its Euclidean norm is $\sqrt2\,\beta$. The file therefore writes `hB` with dot products, as $\|Bx\|^2\le\beta^2\|x\|^2$.

```lean
import Mathlib

open Matrix

namespace SternheimerSchur

noncomputable section

variable {m n : Type*} [Fintype m] [DecidableEq m] [Fintype n] [DecidableEq n]

/-- The operator bound `a ≤ A`: the quadratic form of `A` is at least `a ‖x‖²`. -/
def BoundedBelow (A : Matrix n n ℝ) (a : ℝ) : Prop :=
  ∀ x : n → ℝ, a * (x ⬝ᵥ x) ≤ x ⬝ᵥ A *ᵥ x

/-- The operator bound `A ≤ a`: the quadratic form of `A` is at most `a ‖x‖²`. -/
def BoundedAbove (A : Matrix n n ℝ) (a : ℝ) : Prop :=
  ∀ x : n → ℝ, x ⬝ᵥ A *ᵥ x ≤ a * (x ⬝ᵥ x)

/-- The Schur complement `S = C - Bᵀ D⁻¹ B` that remains after the block `D` is eliminated;
its domain is invertible `D`. -/
def schur (D : Matrix m m ℝ) (B : Matrix m n ℝ) (C : Matrix n n ℝ) : Matrix n n ℝ :=
  C - Bᵀ * D⁻¹ * B

/-- A matrix with a strictly positive lower bound is invertible. -/
theorem isUnit_of_boundedBelow {A : Matrix n n ℝ} {a : ℝ} (ha : 0 < a)
    (hA : BoundedBelow A a) : IsUnit A.det := by
  refine (Matrix.isUnit_iff_isUnit_det A).1 (Matrix.mulVec_injective_iff_isUnit.1 ?_)
  intro x y h
  have h0 : A *ᵥ (x - y) = 0 := by
    rw [Matrix.mulVec_sub]
    exact sub_eq_zero.2 h
  have h1 := hA (x - y)
  rw [h0, dotProduct_zero] at h1
  have h2 : 0 ≤ (x - y) ⬝ᵥ (x - y) := Finset.sum_nonneg fun i _ => mul_self_nonneg _
  -- a null vector has zero length
  have h3 : (x - y) ⬝ᵥ (x - y) = 0 := by
    refine le_antisymm ?_ h2
    by_contra hq
    have := mul_pos ha (not_le.1 hq)
    linarith
  exact sub_eq_zero.1 (dotProduct_self_eq_zero.1 h3)

/-- If `D ≥ δ > 0`, then the quadratic form of `D⁻¹` lies between `0` and `‖y‖² / δ`
(the upper bound is written without division). -/
theorem inverse_form_bounds {D : Matrix m m ℝ} {δ : ℝ} (hδ : 0 < δ)
    (hD : BoundedBelow D δ) (y : m → ℝ) :
    0 ≤ y ⬝ᵥ D⁻¹ *ᵥ y ∧ δ * (y ⬝ᵥ D⁻¹ *ᵥ y) ≤ y ⬝ᵥ y := by
  obtain ⟨w, hw⟩ : ∃ w, w = D⁻¹ *ᵥ y := ⟨_, rfl⟩
  have hy : D *ᵥ w = y := by
    rw [hw, Matrix.mulVec_mulVec, Matrix.mul_nonsing_inv _ (isUnit_of_boundedBelow hδ hD),
      Matrix.one_mulVec]
  rw [← hw]
  have h1 := hD w
  rw [hy, dotProduct_comm w y] at h1
  have hww : 0 ≤ w ⬝ᵥ w := Finset.sum_nonneg fun i _ => mul_self_nonneg _
  -- expand the square of `y - δ w`
  have h2 : 0 ≤ (y - δ • w) ⬝ᵥ (y - δ • w) := Finset.sum_nonneg fun i _ => mul_self_nonneg _
  simp only [sub_dotProduct, dotProduct_sub, smul_dotProduct, dotProduct_smul,
    smul_eq_mul] at h2
  rw [dotProduct_comm w y] at h2
  have h3 := mul_le_mul_of_nonneg_left h1 hδ.le
  have h4 := mul_nonneg hδ.le hww
  constructor
  · linarith
  · linarith

omit [DecidableEq n] in
/-- The quadratic form of the Schur complement is that of `C` minus the form of `D⁻¹`
taken at the coupled vector `B x`. -/
theorem schur_form (D : Matrix m m ℝ) (B : Matrix m n ℝ) (C : Matrix n n ℝ) (x : n → ℝ) :
    x ⬝ᵥ schur D B C *ᵥ x = x ⬝ᵥ C *ᵥ x - (B *ᵥ x) ⬝ᵥ D⁻¹ *ᵥ (B *ᵥ x) := by
  rw [schur, Matrix.sub_mulVec, dotProduct_sub, ← Matrix.mulVec_mulVec,
    ← Matrix.mulVec_mulVec, Matrix.dotProduct_mulVec x Bᵀ, Matrix.vecMul_transpose]

omit [Fintype n] [DecidableEq n] in
/-- If the diagonal blocks `D` and `C` are symmetric, so is the Schur complement. -/
theorem schur_isSymm {D : Matrix m m ℝ} (B : Matrix m n ℝ) {C : Matrix n n ℝ}
    (hD : D.IsSymm) (hC : C.IsSymm) : (schur D B C).IsSymm := by
  unfold Matrix.IsSymm
  simp [schur, Matrix.transpose_sub, Matrix.transpose_mul, Matrix.transpose_nonsing_inv,
    hD.eq, hC.eq, Matrix.mul_assoc]

/-- For an invertible matrix, `A x = b` holds exactly when `x = A⁻¹ b`. -/
theorem mulVec_eq_iff {A : Matrix n n ℝ} (hA : IsUnit A.det) (x b : n → ℝ) :
    A *ᵥ x = b ↔ x = A⁻¹ *ᵥ b := by
  constructor
  · intro h
    rw [← h, Matrix.mulVec_mulVec, Matrix.nonsing_inv_mul _ hA, Matrix.one_mulVec]
  · intro h
    rw [h, Matrix.mulVec_mulVec, Matrix.mul_nonsing_inv _ hA, Matrix.one_mulVec]

/-- Block elimination: if `D` and the Schur complement are invertible, `(u, v)` solves the block
system exactly when `v` solves the reduced system and `u` follows by back-substitution. -/
theorem block_solve_iff {D : Matrix m m ℝ} {B : Matrix m n ℝ} {C : Matrix n n ℝ}
    (hD : IsUnit D.det) (hS : IsUnit (schur D B C).det) (f u : m → ℝ) (g v : n → ℝ) :
    fromBlocks D B Bᵀ C *ᵥ Sum.elim u v = Sum.elim f g ↔
      v = (schur D B C)⁻¹ *ᵥ (g - Bᵀ *ᵥ (D⁻¹ *ᵥ f)) ∧ u = D⁻¹ *ᵥ (f - B *ᵥ v) := by
  -- inserting the back-substituted `u` in the second row produces the Schur complement
  have key : Bᵀ *ᵥ (D⁻¹ *ᵥ (f - B *ᵥ v)) + C *ᵥ v
      = schur D B C *ᵥ v + Bᵀ *ᵥ (D⁻¹ *ᵥ f) := by
    simp only [schur, Matrix.sub_mulVec, Matrix.mulVec_sub, ← Matrix.mulVec_mulVec]
    abel
  rw [← mulVec_eq_iff hS, ← mulVec_eq_iff hD, Matrix.fromBlocks_mulVec,
    Sum.elim_comp_inl, Sum.elim_comp_inr]
  constructor
  · intro h
    have h1 : D *ᵥ u + B *ᵥ v = f := funext fun i => congrFun h (Sum.inl i)
    have h2 : Bᵀ *ᵥ u + C *ᵥ v = g := funext fun i => congrFun h (Sum.inr i)
    have h3 : D *ᵥ u = f - B *ᵥ v := eq_sub_of_add_eq h1
    refine ⟨?_, h3⟩
    rw [(mulVec_eq_iff hD _ _).1 h3, key] at h2
    exact eq_sub_of_add_eq h2
  · rintro ⟨h2, h1⟩
    have e2 : Bᵀ *ᵥ u + C *ᵥ v = g := by
      rw [(mulVec_eq_iff hD _ _).1 h1, key, h2, sub_add_cancel]
    rw [e2, h1, sub_add_cancel]

/-- Let `D ≥ δ > 0`, `γ ≤ C ≤ Γ`, `‖B x‖² ≤ β² ‖x‖²` and `β² < γ δ`. Then the Schur complement
lies between the positive number `γ - β²/δ` and `Γ`, and the block Sternheimer system has exactly
one solution, given by the reduced system and back-substitution. -/
theorem sternheimer_schur {D : Matrix m m ℝ} {B : Matrix m n ℝ} {C : Matrix n n ℝ}
    {β γ δ Γ : ℝ} (hδ : 0 < δ) (hD : BoundedBelow D δ)
    (hCl : BoundedBelow C γ) (hCu : BoundedAbove C Γ)
    (hB : ∀ x : n → ℝ, (B *ᵥ x) ⬝ᵥ (B *ᵥ x) ≤ β ^ 2 * (x ⬝ᵥ x))
    (hβ : β ^ 2 < γ * δ) :
    0 < γ - β ^ 2 / δ ∧
    BoundedBelow (schur D B C) (γ - β ^ 2 / δ) ∧
    BoundedAbove (schur D B C) Γ ∧
    ∀ (f u : m → ℝ) (g v : n → ℝ),
      fromBlocks D B Bᵀ C *ᵥ Sum.elim u v = Sum.elim f g ↔
        v = (schur D B C)⁻¹ *ᵥ (g - Bᵀ *ᵥ (D⁻¹ *ᵥ f)) ∧ u = D⁻¹ *ᵥ (f - B *ᵥ v) := by
  have hpos : 0 < γ - β ^ 2 / δ := sub_pos.2 ((div_lt_iff₀ hδ).2 hβ)
  have hlow : BoundedBelow (schur D B C) (γ - β ^ 2 / δ) := by
    intro x
    rw [schur_form]
    have h1 := (inverse_form_bounds hδ hD (B *ᵥ x)).2
    have h2 := hB x
    -- the coupling lowers the form at `x` by at most `(β²/δ) ‖x‖²`
    have h3 : (B *ᵥ x) ⬝ᵥ D⁻¹ *ᵥ (B *ᵥ x) ≤ β ^ 2 * (x ⬝ᵥ x) / δ := by
      rw [le_div_iff₀ hδ]
      linarith
    have h4 : (γ - β ^ 2 / δ) * (x ⬝ᵥ x) = γ * (x ⬝ᵥ x) - β ^ 2 * (x ⬝ᵥ x) / δ := by ring
    have h5 := hCl x
    linarith
  refine ⟨hpos, hlow, ?_, ?_⟩
  · intro x
    rw [schur_form]
    have h1 := (inverse_form_bounds hδ hD (B *ᵥ x)).1
    have h2 := hCu x
    linarith
  · intro f u g v
    exact block_solve_iff (isUnit_of_boundedBelow hδ hD) (isUnit_of_boundedBelow hpos hlow)
      f u g v

/-- For one-dimensional blocks `δ > 0`, `β`, `γ` with `β² = γ δ`, the vector `(β, -δ)` is a nonzero
solution of the homogeneous block system. -/
theorem critical_coupling_singular {β γ δ : ℝ} (hδ : 0 < δ) (h : β ^ 2 = γ * δ) :
    fromBlocks !![δ] !![β] (!![β])ᵀ !![γ] *ᵥ Sum.elim ![β] ![-δ] = 0 ∧
      (Sum.elim ![β] ![-δ] : Fin 1 ⊕ Fin 1 → ℝ) ≠ 0 := by
  constructor
  · rw [Matrix.fromBlocks_mulVec, Sum.elim_comp_inl, Sum.elim_comp_inr]
    ext (i | i) <;> fin_cases i <;> simp [Matrix.mulVec, dotProduct] <;> nlinarith [h]
  · intro h0
    have h1 := congrFun h0 (Sum.inr 0)
    simp at h1
    linarith

end

end SternheimerSchur
```

```lean
#print axioms SternheimerSchur.schur_isSymm
#print axioms SternheimerSchur.sternheimer_schur
#print axioms SternheimerSchur.critical_coupling_singular
```

```
'SternheimerSchur.schur_isSymm' depends on axioms: [propext, Classical.choice, Quot.sound]
'SternheimerSchur.sternheimer_schur' depends on axioms: [propext, Classical.choice, Quot.sound]
'SternheimerSchur.critical_coupling_singular' depends on axioms: [propext, Classical.choice, Quot.sound]
```

## From the lemmas to the block solution

`isUnit_of_boundedBelow` applies the kernel argument to a difference `x - y`: equal images force zero length, so the matrix is injective and its determinant is a unit.

`inverse_form_bounds` introduces `w` for $D^{-1}y$. There `h1` is $\delta\|w\|^2\le y\cdot w$, `h2` is the expanded square, and `h3` is `h1` multiplied by $\delta$. The closing `linarith` calls combine them as in the derivation.

`schur_form` is the identity for $x\cdot Sx$. In the main theorem, the lower bound on $S$ uses the second half of `inverse_form_bounds` at $y=Bx$, and the upper bound uses the first half.

`block_solve_iff` carries out the elimination. Its identity `key` says that the back-substituted $u$ turns the second row into $Sv+B^TD^{-1}f$. One direction splits the block equation into its rows and solves them; the other puts the rows back together. `mulVec_eq_iff` converts between $Ax=b$ and $x=A^{-1}b$.

`sternheimer_schur` obtains the invertibility of $D$ and $S$ from their positive lower bounds and passes both to `block_solve_iff`. `critical_coupling_singular` checks the two rows of the $1\times1$ example, and sees that the vector is nonzero from its second entry, $-\delta$.
